# Two conserved operators that do not commute force a degenerate level of a Hermitian matrix

## When energies are used as labels

Suppose that two programs diagonalise the same Hamiltonian matrix, and their eigenvectors are compared one by one in order of energy. If some energy belongs to two independent states, the comparison can fail although both programs are right, because each may return a different basis of that level. Formulas that divide by the energy difference of two states break down there too.

Conserved quantities can give warning of this before any diagonalisation. Take two spins ½ with a Heisenberg coupling. The total spin components $S_x$ and $S_z$ both commute with the Hamiltonian, but not with each other. If every energy belonged to a single state up to a factor, each energy eigenvector would be an eigenvector of both components, and the order of $S_x$ and $S_z$ would never matter. So some level has to be degenerate, and here it is the triplet. The singlet stays single: the conclusion concerns some level, not every level.

For a Hamiltonian represented by a finite Hermitian matrix in an orthonormal basis, a repeated eigenvalue is therefore certain whenever two matrices commute with it but not with each other.

## The statement and its converse

Let $H$ be a Hermitian complex matrix, and let $A$ and $B$ be square matrices of the same size with

$$HA = AH,\qquad HB = BH,\qquad AB \neq BA.$$

Then there is a real $E$ with two linearly independent vectors $v, w$ such that $Hv = Ev$ and $Hw = Ew$.

The matrices $A$ and $B$ may be projectors, spin components or rotation matrices; they need not be Hermitian or idempotent. Projectors enter in the converse: if $H$ has a degenerate level, then there are two orthogonal projectors that commute with $H$ but not with each other.

## From the commutator to a degenerate level

**An eigenvector that notices the order.** Put $C = AB - BA$, which is not zero. Since $H$ is Hermitian, it has an orthonormal basis of eigenvectors $e_j$ with real energies $E_j$. If $Ce_j = 0$ held for all $j$, then every vector $x$ would satisfy

$$Cx = \sum_j \langle e_j|x\rangle\, Ce_j = 0,$$

and $C$ would be zero. So some eigenvector $v$, with energy $E$, has $Cv \neq 0$, that is, $ABv \neq BAv$.

**A second direction.** Suppose that $Av = av$ and $Bv = bv$ for some numbers $a, b$. Then $ABv = abv = BAv$, a contradiction. Hence at least one of $Av$ and $Bv$ is not a multiple of $v$. As $v \neq 0$, that vector and $v$ are linearly independent.

**The same energy.** Conservation gives $H(Av) = A(Hv) = E(Av)$, and likewise for $B$. The independent pair lies in one level.

## From a degenerate level to incompatible projectors

Let $v$ and $w$ be independent vectors of the level $E$. If $\langle v|w\rangle \neq 0$, put $u = w$. If $\langle v|w\rangle = 0$, put $u = v + w$, so that $\langle v|u\rangle = \langle v|v\rangle \neq 0$. In the second case $u$ is still in the level, and $sv + tu = (s+t)v + tw = 0$ gives $t = 0$ and then $s = 0$. Either way, $v$ and $u$ are independent and overlap.

For a nonzero vector $v$, define the ray projector

$$P_v = \frac{|v\rangle\langle v|}{\langle v|v\rangle},$$

which is $|v\rangle\langle v|$ if $v$ is normalised. It is Hermitian, and $P_v v = v$ gives $P_v^2 = P_v$. Since $H$ is Hermitian and $E$ is real, $\langle v|H = E\langle v|$, so $HP_v = EP_v = P_vH$. The same holds for $P_u$.

Now let both products act on $u$. With $\alpha = \langle v|u\rangle/\langle v|v\rangle$ and $\beta = \langle u|v\rangle/\langle u|u\rangle$,

$$P_vP_u u = \alpha v,\qquad P_uP_v u = \alpha\beta u.$$

If the projectors commuted, then $\alpha v - \alpha\beta u = 0$, and independence would give $\alpha = 0$. But $\alpha \neq 0$, because the vectors overlap.

## What each hypothesis contributes

Small matrices show what fails when a hypothesis is removed.

- **$H$ not Hermitian.** Let $H = i\,\mathbb{1}$ in two dimensions. The Pauli matrices $\sigma_x$ and $\sigma_z$ commute with $H$ and not with each other, but $H$ has no real eigenvalue at all. Its twofold eigenvalue is $i$.
- **$B$ not conserved.** Let $H = \mathrm{diag}(0,1)$, $A = \mathrm{diag}(1,0)$ and $B = \sigma_x$. Then $AB \neq BA$ and $A$ is conserved, but both levels are single.
- **$A$ and $B$ commute.** With the same $H$ and $A = B = \mathbb{1}$, both operators are conserved, and again nothing is degenerate.

## The physics in Lean's terms

States are functions `n → ℂ` on a finite index type `n`, and operators are matrices `Matrix n n ℂ`. The product `H *ᵥ v` is $H$ acting on $v$, and `star v ⬝ᵥ x` is $\langle v|x\rangle$, with the conjugate on the first factor.

- `Conserved H A` says $HA = AH$. This is conservation for an operator without explicit time dependence.
- `InLevel H E v` says $Hv = Ev$, with `E : ℝ`. The zero vector satisfies it as well.
- `Degenerate H E` asks for two linearly independent vectors in the level, which excludes zero. It means at least twofold.
- `IsProjector P` requires an idempotent and Hermitian matrix, hence an orthogonal projector.
- `rayProjector v` is $P_v$ for a nonzero `v`, which need not be normalised. For `v = 0` it is the zero matrix.

The theorem `degenerate_of_incompatible` is the forward statement for arbitrary matrices `A` and `B`. The theorem `degenerate_iff_incompatible_projectors` is the equivalence for orthogonal projectors.

Both concern finite matrices, so unbounded operators and continuous spectra are not covered. They also give no multiplicity beyond two, whereas a symmetry group can fix a larger one through the dimension of an irreducible representation. Nor does the equivalence tell a symmetry from an accident: its projectors are built from the degenerate states themselves, whatever caused the degeneracy.

## The complete file

```lean
import Mathlib

open Matrix
open scoped ComplexOrder

namespace SymmetryInducedDegeneracy

noncomputable section

variable {n : Type*} [Fintype n]

/-- The operator `A` is conserved under `H`: the two commute. -/
def Conserved (H A : Matrix n n ℂ) : Prop := H * A = A * H

/-- The vector `v` satisfies the stationary Schrödinger equation with real energy `E`. -/
def InLevel (H : Matrix n n ℂ) (E : ℝ) (v : n → ℂ) : Prop := H *ᵥ v = (E : ℂ) • v

/-- The energy `E` has two linearly independent eigenvectors of `H`. -/
def Degenerate (H : Matrix n n ℂ) (E : ℝ) : Prop :=
  ∃ v w : n → ℂ, InLevel H E v ∧ InLevel H E w ∧ LinearIndependent ℂ ![v, w]

/-- An orthogonal projector: an idempotent Hermitian matrix. -/
def IsProjector (P : Matrix n n ℂ) : Prop := P * P = P ∧ P.IsHermitian

/-- The operator `|v⟩⟨v| / ⟨v|v⟩` belonging to the ray of `v`. -/
def rayProjector (v : n → ℂ) : Matrix n n ℂ :=
  Matrix.of fun i j => (star v ⬝ᵥ v)⁻¹ * (v i * star (v j))

/-- A conserved operator maps each energy level into itself. -/
theorem Conserved.inLevel {H A : Matrix n n ℂ} (hA : Conserved H A) {E : ℝ} {v : n → ℂ}
    (hv : InLevel H E v) : InLevel H E (A *ᵥ v) := by
  have hA' : H * A = A * H := hA
  have hv' : H *ᵥ v = (E : ℂ) • v := hv
  change H *ᵥ (A *ᵥ v) = (E : ℂ) • (A *ᵥ v)
  rw [Matrix.mulVec_mulVec, hA', ← Matrix.mulVec_mulVec, hv', Matrix.mulVec_smul]

/-- If the vectors `A B v` and `B A v` differ, then at least one of `A` and `B` maps `v` to a vector
linearly independent of `v`. -/
theorem independent_partner {A B : Matrix n n ℂ} {v : n → ℂ}
    (h : A *ᵥ (B *ᵥ v) ≠ B *ᵥ (A *ᵥ v)) :
    LinearIndependent ℂ ![v, A *ᵥ v] ∨ LinearIndependent ℂ ![v, B *ᵥ v] := by
  have hv : v ≠ 0 := by
    rintro rfl
    simp at h
  by_contra hcon
  rw [not_or, LinearIndependent.pair_iff' hv, LinearIndependent.pair_iff' hv] at hcon
  obtain ⟨h1, h2⟩ := hcon
  obtain ⟨a, ha⟩ := not_forall.1 h1
  obtain ⟨b, hb⟩ := not_forall.1 h2
  have ha' := (not_not.1 ha).symm
  have hb' := (not_not.1 hb).symm
  -- a common eigenvector cannot detect the order of the two operators
  apply h
  rw [hb', ha', Matrix.mulVec_smul, Matrix.mulVec_smul, ha', hb']
  module

/-- The action of the ray projector: `x` is sent to `v ⟨v|x⟩ / ⟨v|v⟩`. -/
theorem rayProjector_mulVec (v x : n → ℂ) :
    rayProjector v *ᵥ x = ((star v ⬝ᵥ v)⁻¹ * (star v ⬝ᵥ x)) • v := by
  ext i
  change ∑ j, ((star v ⬝ᵥ v)⁻¹ * (v i * star (v j))) * x j
    = ((star v ⬝ᵥ v)⁻¹ * ∑ j, star (v j) * x j) * v i
  rw [Finset.mul_sum, Finset.sum_mul]
  exact Finset.sum_congr rfl fun j _ => by ring

variable [DecidableEq n]

private theorem ext_states {A B : Matrix n n ℂ} (h : ∀ x, A *ᵥ x = B *ᵥ x) : A = B := by
  ext i j
  have := congrFun (h (Pi.single j 1)) i
  simpa using this

/-- For a nonzero matrix `M` and a Hermitian `H`, some energy eigenvector `v` of `H` has `M v ≠ 0`.
-/
theorem exists_level_state {H M : Matrix n n ℂ} (hH : H.IsHermitian) (hM : M ≠ 0) :
    ∃ (E : ℝ) (v : n → ℂ), InLevel H E v ∧ M *ᵥ v ≠ 0 := by
  by_contra hcon
  have hkill : ∀ j, M *ᵥ (hH.eigenvectorBasis j).ofLp = 0 := by
    intro j
    by_contra hj
    refine hcon ⟨hH.eigenvalues j, (hH.eigenvectorBasis j).ofLp, ?_, hj⟩
    exact (hH.mulVec_eigenvectorBasis j).trans (by ext i; simp)
  -- the eigenvectors form a basis, so `M` vanishes on every state
  have hf : M.mulVecLin ∘ₗ (WithLp.linearEquiv 2 ℂ (n → ℂ)).toLinearMap = 0 :=
    hH.eigenvectorBasis.toBasis.ext fun j => by
      rw [OrthonormalBasis.coe_toBasis]
      exact hkill j
  apply hM
  apply ext_states
  intro x
  rw [Matrix.zero_mulVec]
  exact LinearMap.congr_fun hf (WithLp.toLp 2 x)

/-- Two conserved operators that do not commute with each other force a Hermitian Hamiltonian
to have a degenerate energy level. -/
theorem degenerate_of_incompatible {H A B : Matrix n n ℂ} (hH : H.IsHermitian)
    (hA : Conserved H A) (hB : Conserved H B) (hAB : A * B ≠ B * A) :
    ∃ E : ℝ, Degenerate H E := by
  obtain ⟨E, v, hv, hne⟩ := exists_level_state hH (sub_ne_zero.2 hAB)
  have h : A *ᵥ (B *ᵥ v) ≠ B *ᵥ (A *ᵥ v) := by
    intro h
    apply hne
    rw [Matrix.sub_mulVec, ← Matrix.mulVec_mulVec, ← Matrix.mulVec_mulVec, h, sub_self]
  rcases independent_partner h with hi | hi
  · exact ⟨E, v, A *ᵥ v, hv, hA.inLevel hv, hi⟩
  · exact ⟨E, v, B *ᵥ v, hv, hB.inLevel hv, hi⟩

/-- For a nonzero state `v` the ray projector is an orthogonal projector that leaves `v` fixed. -/
theorem rayProjector_spec {v : n → ℂ} (hv : v ≠ 0) :
    IsProjector (rayProjector v) ∧ rayProjector v *ᵥ v = v := by
  have hn : star v ⬝ᵥ v ≠ 0 := fun h => hv (dotProduct_star_self_eq_zero.1 h)
  have hself : rayProjector v *ᵥ v = v := by
    rw [rayProjector_mulVec, inv_mul_cancel₀ hn, one_smul]
  refine ⟨⟨?_, ?_⟩, hself⟩
  · apply ext_states
    intro x
    rw [← Matrix.mulVec_mulVec, rayProjector_mulVec v x, Matrix.mulVec_smul, hself]
  · have hc : star (star v ⬝ᵥ v) = star v ⬝ᵥ v := by
      simp only [dotProduct, star_sum, Pi.star_apply, star_mul, star_star]
    ext i j
    change star ((star v ⬝ᵥ v)⁻¹ * (v j * star (v i))) = (star v ⬝ᵥ v)⁻¹ * (v i * star (v j))
    rw [star_mul, star_mul, star_star, star_inv₀, hc]
    ring

/-- The ray projector of an energy eigenvector of a Hermitian `H` is conserved. -/
theorem rayProjector_conserved {H : Matrix n n ℂ} (hH : H.IsHermitian) {E : ℝ} {v : n → ℂ}
    (hv : InLevel H E v) : Conserved H (rayProjector v) := by
  have hv' : H *ᵥ v = (E : ℂ) • v := hv
  -- the bra `⟨v|` is a left eigenvector with the same real energy
  have hb : star v ᵥ* H = (E : ℂ) • star v := by
    have h := Matrix.star_mulVec H v
    rw [hH.eq, hv'] at h
    rw [← h]
    ext i
    simp
  apply ext_states
  intro x
  have hx : star v ⬝ᵥ (H *ᵥ x) = (E : ℂ) * (star v ⬝ᵥ x) := by
    rw [Matrix.dotProduct_mulVec, hb, smul_dotProduct, smul_eq_mul]
  rw [← Matrix.mulVec_mulVec, ← Matrix.mulVec_mulVec, rayProjector_mulVec v x,
    rayProjector_mulVec v (H *ᵥ x), Matrix.mulVec_smul, hv', hx]
  module

/-- A Hermitian Hamiltonian has a degenerate level exactly when there are two conserved
orthogonal projectors that do not commute with each other. -/
theorem degenerate_iff_incompatible_projectors {H : Matrix n n ℂ} (hH : H.IsHermitian) :
    (∃ E : ℝ, Degenerate H E) ↔ ∃ P Q : Matrix n n ℂ, IsProjector P ∧ IsProjector Q ∧
      Conserved H P ∧ Conserved H Q ∧ P * Q ≠ Q * P := by
  constructor
  swap
  · rintro ⟨P, Q, -, -, hP, hQ, hPQ⟩
    exact degenerate_of_incompatible hH hP hQ hPQ
  rintro ⟨E, v, w, hv, hw, hli⟩
  have hp := LinearIndependent.pair_iff.1 hli
  have hv0 : v ≠ 0 := by
    intro h
    have := (hp 1 0 (by simp [h])).1
    exact one_ne_zero this
  have hn : star v ⬝ᵥ v ≠ 0 := fun h => hv0 (dotProduct_star_self_eq_zero.1 h)
  -- overlapping but independent states of the level have incompatible ray projectors
  have key : ∀ u, InLevel H E u → (∀ s t : ℂ, s • v + t • u = 0 → s = 0 ∧ t = 0) →
      star v ⬝ᵥ u ≠ 0 → ∃ P Q : Matrix n n ℂ, IsProjector P ∧ IsProjector Q ∧
        Conserved H P ∧ Conserved H Q ∧ P * Q ≠ Q * P := by
    intro u hu hi ho
    have hu0 : u ≠ 0 := by
      rintro rfl
      simp at ho
    refine ⟨rayProjector v, rayProjector u, (rayProjector_spec hv0).1, (rayProjector_spec hu0).1,
      rayProjector_conserved hH hv, rayProjector_conserved hH hu, fun h => ?_⟩
    have h2 : rayProjector v *ᵥ (rayProjector u *ᵥ u)
        = rayProjector u *ᵥ (rayProjector v *ᵥ u) := by
      rw [Matrix.mulVec_mulVec, Matrix.mulVec_mulVec, h]
    rw [(rayProjector_spec hu0).2, rayProjector_mulVec v u, Matrix.mulVec_smul,
      rayProjector_mulVec u v] at h2
    have h3 := hi _ (-(((star v ⬝ᵥ v)⁻¹ * (star v ⬝ᵥ u)) * ((star u ⬝ᵥ u)⁻¹ * (star u ⬝ᵥ v))))
      (by rw [h2]; module)
    exact mul_ne_zero (inv_ne_zero hn) ho h3.1
  by_cases h0 : star v ⬝ᵥ w = 0
  · -- orthogonal states: tilt the second one towards the first
    refine key (v + w) ?_ ?_ ?_
    · have hv' : H *ᵥ v = (E : ℂ) • v := hv
      have hw' : H *ᵥ w = (E : ℂ) • w := hw
      change H *ᵥ (v + w) = (E : ℂ) • (v + w)
      rw [Matrix.mulVec_add, hv', hw', smul_add]
    · intro s t hst
      have h := hp (s + t) t (by rw [← hst]; module)
      exact ⟨by simpa [h.2] using h.1, h.2⟩
    · rw [dotProduct_add, h0, add_zero]
      exact hn
  · exact key w hw hp h0

/-- The Hamiltonian `diag(1, 1, 2)` with two explicit conserved idempotents that do not commute. -/
theorem degenerate_of_incompatible_witness :
    let H : Matrix (Fin 3) (Fin 3) ℂ := !![1, 0, 0; 0, 1, 0; 0, 0, 2]
    let P : Matrix (Fin 3) (Fin 3) ℂ := !![1, 0, 0; 0, 0, 0; 0, 0, 0]
    let Q : Matrix (Fin 3) (Fin 3) ℂ := !![1, 1, 0; 0, 0, 0; 0, 0, 0]
    H.IsHermitian ∧ P * P = P ∧ Q * Q = Q ∧ Conserved H P ∧ Conserved H Q ∧
      P * Q ≠ Q * P := by
  intro H P Q
  refine ⟨?_, ?_, ?_, ?_, ?_, ?_⟩
  · ext i j
    fin_cases i <;> fin_cases j <;> simp [H, Matrix.conjTranspose_apply]
  · ext i j
    fin_cases i <;> fin_cases j <;> simp [P, Matrix.mul_apply, Fin.sum_univ_succ]
  · ext i j
    fin_cases i <;> fin_cases j <;> simp [Q, Matrix.mul_apply, Fin.sum_univ_succ]
  · change H * P = P * H
    ext i j
    fin_cases i <;> fin_cases j <;> simp [H, P, Matrix.mul_apply, Fin.sum_univ_succ]
  · change H * Q = Q * H
    ext i j
    fin_cases i <;> fin_cases j <;> simp [H, Q, Matrix.mul_apply, Fin.sum_univ_succ]
  · intro h
    have h01 := congrFun (congrFun h 0) 1
    simp [P, Q, Matrix.mul_apply, Fin.sum_univ_succ] at h01

end

end SymmetryInducedDegeneracy
```

```lean
#print axioms SymmetryInducedDegeneracy.degenerate_of_incompatible
-- 'SymmetryInducedDegeneracy.degenerate_of_incompatible' depends on axioms: [propext, Classical.choice, Quot.sound]
#print axioms SymmetryInducedDegeneracy.degenerate_iff_incompatible_projectors
-- 'SymmetryInducedDegeneracy.degenerate_iff_incompatible_projectors' depends on axioms: [propext, Classical.choice, Quot.sound]
```

## How the Lean proof follows the argument

**The forward direction.** `exists_level_state` finds the eigenvector that notices the order, for any nonzero matrix `M`. It argues by contradiction: `hkill` says that `M` annihilates every member of Mathlib's `eigenvectorBasis`, and `hf` extends this to all vectors, since a linear map is fixed by its values on a basis. The helper `ext_states` then turns equal action on all states into equality of matrices.

`independent_partner` supplies the second direction. After `by_contra`, the criterion `LinearIndependent.pair_iff'` yields the numbers `a` and `b` with $Av = av$ and $Bv = bv$. Rewriting with them reduces both orders to the same multiple of $v$, and `module` confirms the equality. `Conserved.inLevel` is the one-line computation $HAv = AHv = EAv$.

`degenerate_of_incompatible` joins these parts. It applies `exists_level_state` to `A * B - B * A`, and `rcases` treats the two cases in which $Av$ or $Bv$ is the new vector.

**The ray projectors.** `rayProjector_mulVec` computes $P_v x = (\langle v|x\rangle/\langle v|v\rangle)\,v$ from the matrix entries, and the later lemmas use this formula. `rayProjector_spec` proves for $v \neq 0$ that $P_v$ is an orthogonal projector and fixes $v$. `rayProjector_conserved` first derives $\langle v|H = E\langle v|$ as `hb`, and then compares $HP_v$ and $P_vH$ on an arbitrary vector.

**The equivalence.** From right to left, the proof discards the two `IsProjector` conditions and calls the forward theorem. From left to right, the intermediate claim `key` treats a vector $u$ of the level that is independent of $v$ and overlaps with it. There `h2` is the equation $\alpha v = \alpha\beta u$, and `h3` applies independence to it, which gives the contradiction $\alpha = 0$. The split `by_cases h0` then chooses $u = v + w$ for orthogonal vectors and $u = w$ otherwise.

**A three-dimensional example.** `degenerate_of_incompatible_witness` verifies, entry by entry, that $H = \mathrm{diag}(1,1,2)$ and two explicit idempotents $P$ and $Q$ satisfy the hypotheses of the forward theorem. Here $PQ = Q$ and $QP = P$, and the two differ in row 0, column 1, counting from zero. The matrix $Q$ is not Hermitian, so it is an oblique projector, which the forward theorem allows. The degenerate level is $E = 1$, spanned by the first two basis vectors.
